# For a doped band with constant density of states, the infinite-U Kotliar-Ruckenstein energy does not depend on polarization

If both spin species get the same hopping factor at infinite $U$, a mean-field comparison can favour the paramagnet over the ferromagnet merely because of that factor. A band with constant density of states shows this clearly: the common Barnes-Coleman factor selects the unpolarized state, while the spin-dependent Kotliar-Ruckenstein factors leave all polarizations degenerate. The problems below derive both statements for uniform states at zero temperature, and then ask which bands have this degeneracy.

## Band, amplitudes and energies

```lean
import Mathlib

open Filter Topology

namespace SlaveBosonMagnetism

noncomputable section
```

"Flat" here means a constant density of states $1/(2D)$ per spin, on energies from $-D$ to $D$. One species with filling $a$ occupies the levels from $-D$ up to $-D+2Da$, and `flatBandEnergy` integrates the energy over them.

```lean
/-- Energy per site of one spin species in a flat band of half-width `D > 0`, with density of
states `1/(2D)`, filled from the bottom `-D` up to the level `-D + 2Da`. -/
def flatBandEnergy (D a : ℝ) : ℝ :=
  ∫ ε in (-D)..(-D + 2 * D * a), ε / (2 * D)
```

The Kotliar-Ruckenstein amplitudes $e$, $p$, $p'$ and $d$ are real. Their squares are the probabilities that a site is empty, holds one electron of the spin considered, holds one of the opposite spin, or is doubly occupied. The band energy of the spin considered is multiplied by

$$\frac{(ep+dp')^2}{(1-d^2-p^2)(1-e^2-p'^2)}.$$

```lean
/-- Kotliar-Ruckenstein hopping factor of one spin species, for the amplitudes `e` (empty),
`p` (this spin), `p'` (opposite spin) and `d` (double occupancy).
Its domain is `d² + p² ≠ 1` and `e² + p'² ≠ 1`. -/
def krFactor (e p p' d : ℝ) : ℝ :=
  (e * p + d * p') ^ 2 / ((1 - d ^ 2 - p ^ 2) * (1 - e ^ 2 - p' ^ 2))
```

Let $x$ be the hole density, $a$ and $b$ the two spin fillings, and $E(t)$ the hopping energy of one species at filling $t$, for a band of any shape. Band energies are measured from the on-site level, because the factors rescale only the hopping. `krEnergy` weights each species by its own infinite-$U$ factor, which part (b) derives.

```lean
/-- Infinite-U Kotliar-Ruckenstein energy at hole density `x` and spin fillings `a`, `b`, both
different from 1, for a band whose energy at filling `t` is `E t`. -/
def krEnergy (E : ℝ → ℝ) (x a b : ℝ) : ℝ :=
  x / (1 - a) * E a + x / (1 - b) * E b
```

In the Barnes-Coleman scheme every hop, of either spin, carries one boson factor at each of its two sites. In the uniform mean field both factors equal the same amplitude, whose square is $x$, so `bcEnergy` weights both species by $x$.

```lean
/-- Infinite-U Barnes-Coleman energy: both spin species are renormalized by the common
factor `x`, the hole density. -/
def bcEnergy (E : ℝ → ℝ) (x a b : ℝ) : ℝ :=
  x * E a + x * E b
```

## (a) Filling and energy of the flat band

**Task.** For $D>0$, show that the levels up to $-D+2Da$ hold filling $a$ and have energy

$$E(a)=-D\,a(1-a).$$

**Solution.** The occupied interval has length $2Da$, so the filling is $2Da/(2D)=a$. The energy is

$$\int_{-D}^{-D+2Da}\frac{\varepsilon}{2D}\,d\varepsilon=\frac{(-D+2Da)^2-D^2}{4D}=\frac{-4D^2a+4D^2a^2}{4D}=-D\,a(1-a).$$

The theorem states both integrals for every real $a$; the physical range is $0\le a\le1$. `integral_const` and `integral_id` evaluate them, and `ring` does the algebra.

```lean
/-- For `D > 0`, the flat band filled up to the level `-D + 2Da` has filling `a` and
energy `-D a (1 - a)`. -/
theorem flatBand_filling_and_energy {D : ℝ} (hD : 0 < D) (a : ℝ) :
    (∫ _ε in (-D)..(-D + 2 * D * a), 1 / (2 * D)) = a ∧
      flatBandEnergy D a = -D * a * (1 - a) := by
  have h2 : 2 * D ≠ 0 := by positivity
  constructor
  · rw [intervalIntegral.integral_const, smul_eq_mul, mul_one_div, div_eq_iff h2]
    ring
  · unfold flatBandEnergy
    rw [intervalIntegral.integral_div, integral_id, div_eq_iff h2]
    ring
```

## (b) The hopping factor without double occupancy

**Task.** Infinite $U$ enters as $d=0$. Let $e$ and $p$ be nonzero, with $e^2+p^2+p'^2=1$. This completeness constraint says that each site is in one of the three remaining states. Show that $1-p^2>0$ and that the factor equals

$$\frac{e^2}{1-p^2}.$$

**Solution.** The constraint gives $1-p^2=e^2+p'^2\ge e^2>0$ and $1-e^2-p'^2=p^2$. Therefore

$$\frac{(ep)^2}{(1-p^2)\,p^2}=\frac{e^2}{1-p^2}.$$

With $e^2=x$ and $p^2=a$ this is the weight $x/(1-a)$ in `krEnergy`. At $p=0$ the original factor reads $0/0$, and `krEnergy` uses the continued value $x$.

In the proof, `hpos` is the positivity and `h1` the rewritten normalization. Cross-multiplication then leaves an identity for `ring`.

```lean
/-- Without double occupancy, and with nonzero amplitudes `e` and `p` obeying the completeness
constraint, the filling `p²` is below 1 and the Kotliar-Ruckenstein factor is the hole density
`e²` divided by `1 - p²`. -/
theorem krFactor_infiniteU {e p p' : ℝ} (he : e ≠ 0) (hp : p ≠ 0)
    (hc : e ^ 2 + p ^ 2 + p' ^ 2 = 1) :
    0 < 1 - p ^ 2 ∧ krFactor e p p' 0 = e ^ 2 / (1 - p ^ 2) := by
  have he2 : 0 < e ^ 2 := by positivity
  have hpos : 0 < 1 - p ^ 2 := by linarith [sq_nonneg p']
  refine ⟨hpos, ?_⟩
  -- the constraint turns the second normalization into the filling itself
  have h1 : 1 - e ^ 2 - p' ^ 2 = p ^ 2 := by linarith
  have h2 : (1 : ℝ) - 0 ^ 2 - p ^ 2 = 1 - p ^ 2 := by ring
  unfold krFactor
  rw [h1, h2, div_eq_div_iff (mul_ne_zero hpos.ne' (pow_ne_zero 2 hp)) hpos.ne']
  ring
```

## (c) Energy against polarization

**Task.** Let $D>0$, $x>0$, $a,b\ge0$ and $a+b=1-x$. Show that the flat band has

$$E_{\rm KR}=-D\,x(1-x)$$

at every polarization, and that for $a\ne b$

$$E_{\rm BC}(a,b)>E_{\rm BC}\!\left(\tfrac{1-x}{2},\tfrac{1-x}{2}\right).$$

**Solution.** Since $x>0$, both fillings are below 1. The factor $1-a$ cancels:

$$\frac{x}{1-a}\bigl(-D\,a(1-a)\bigr)=-D\,x\,a.$$

The same holds for $b$, and the sum is $-Dx(a+b)=-Dx(1-x)$.

With the common factor,

$$E_{\rm BC}(a,b)=-Dx\,(a+b-a^2-b^2),\qquad a^2+b^2=\tfrac12(a+b)^2+\tfrac12(a-b)^2.$$

At fixed $a+b$ the polarized state therefore lies higher by $\tfrac12Dx(a-b)^2$, which is positive for $a\neq b$. The unpolarized state is the unique minimum.

For infinite-$U$ Hubbard ferromagnetism this means that, within the uniform Kotliar-Ruckenstein mean-field energy at zero temperature, any preference for a polarization must come from a density of states that is not constant.

In Lean, `hcancel` is the cancellation and `linear_combination` inserts the total filling. For the inequality, `hexc` supplies the positive square and `nlinarith` compares the energies.

```lean
/-- For a flat band with `D > 0`, hole density `x > 0` and spin fillings `a, b ≥ 0` with
`a + b = 1 - x`, the Kotliar-Ruckenstein energy is `-D x (1 - x)` whatever the polarization,
while the Barnes-Coleman energy of a polarized state lies strictly above that of the
unpolarized state. -/
theorem flatBand_polarization {D x a b : ℝ} (hD : 0 < D) (hx : 0 < x)
    (ha : 0 ≤ a) (hb : 0 ≤ b) (hab : a + b = 1 - x) :
    krEnergy (flatBandEnergy D) x a b = -D * x * (1 - x) ∧
      (a ≠ b → bcEnergy (flatBandEnergy D) x ((1 - x) / 2) ((1 - x) / 2)
        < bcEnergy (flatBandEnergy D) x a b) := by
  have hE : ∀ t, flatBandEnergy D t = -D * t * (1 - t) :=
    fun t => (flatBand_filling_and_energy hD t).2
  simp only [krEnergy, bcEnergy, hE]
  constructor
  · -- the blocking factor 1 - t of the band energy cancels against the hopping factor
    have hcancel : ∀ t : ℝ, 1 - t ≠ 0 →
        x / (1 - t) * (-D * t * (1 - t)) = -D * x * t := by
      intro t ht
      rw [div_mul_eq_mul_div, div_eq_iff ht]
      ring
    have ha1 : 0 < 1 - a := by linarith
    have hb1 : 0 < 1 - b := by linarith
    rw [hcancel a ha1.ne', hcancel b hb1.ne']
    linear_combination (-D * x) * hab
  · intro hne
    -- the excess energy is D x (a - b)² / 2
    have hs : a - b ≠ 0 := sub_ne_zero.mpr hne
    have hexc : 0 < D * x * (a - b) ^ 2 := by positivity
    rw [← hab]
    nlinarith [hexc]
```

## (d) The fully polarized state of any band

**Task.** Let $E(0)=0$ and $x\ne0$. For fillings $1-x$ and $0$, show that

$$E_{\rm KR}=E(1-x),\qquad E_{\rm BC}=x\,E(1-x).$$

**Solution.** The empty species contributes nothing. The weight of the other is $x/(1-(1-x))=1$ in the first scheme and $x$ in the second.

The Pauli principle already forbids double occupancy among electrons of equal spin, so the on-site repulsion should leave this state's energy at the bare value. The Kotliar-Ruckenstein factor respects this. For $0<x<1$ and a negative band energy, the Barnes-Coleman factor puts the ferromagnet too high.

The proof unfolds each energy, inserts `h0`, and simplifies the weight with `sub_sub_cancel` and `div_self`.

```lean
/-- For any band whose energy vanishes at zero filling, and any hole density `x ≠ 0`, the
Kotliar-Ruckenstein energy of the fully polarized state is the bare band energy, whereas the
Barnes-Coleman energy is `x` times the bare one. -/
theorem fullyPolarized_energy {E : ℝ → ℝ} {x : ℝ} (h0 : E 0 = 0) (hx : x ≠ 0) :
    krEnergy E x (1 - x) 0 = E (1 - x) ∧ bcEnergy E x (1 - x) 0 = x * E (1 - x) := by
  constructor
  · unfold krEnergy
    rw [h0, sub_sub_cancel, div_self hx]
    ring
  · unfold bcEnergy
    rw [h0]
    ring
```

## (e) Which bands are degenerate

**Task.** Let $E(0)=0$, and let $E$ have right-hand slope $-D$ at zero filling, which means that the first electrons enter at energy $-D$. Suppose that at every $x>0$ all polarizations have the same Kotliar-Ruckenstein energy as the fully polarized state. Show that

$$E(a)=-D\,a(1-a)\qquad(0\le a<1).$$

**Solution.** Put $g(t)=E(t)/(1-t)$. For $s,t\ge0$ with $s+t<1$, take $x=1-s-t$. Degeneracy reads

$$x\,g(s)+x\,g(t)=E(s+t)=x\,g(s+t),$$

so $g(s)+g(t)=g(s+t)$. By induction, $g(nt)=n\,g(t)$ whenever $nt<1$.

The case $a=0$ is immediate. For $a>0$, set $h=a/(n+1)$. Then $g(a)=(n+1)\,g(h)$, and multiplying by $1-h$ gives

$$g(a)(1-h)=(n+1)E(h)=a\,\frac{E(h)}{h}.$$

As $n\to\infty$, $h\to0^+$ and the right side tends to $-Da$. Hence $g(a)=-Da$, which is the claim.

Here $E$ is an arbitrary real function, and `hdeg` assumes the degeneracy at all hole densities together. `hadd` and `hmul` are the two properties of $g$, `haux` and `hfun` give the equation at finite $n$, and `tendsto_nhds_unique` equates the limits of its two sides.

```lean
/-- Let a band have zero energy when empty and initial slope `-D` of its energy in the filling.
If at every hole density `x > 0` each polarization has the same Kotliar-Ruckenstein energy as
the fully polarized state, then the band energy is `-D a (1 - a)` for all `0 ≤ a < 1`. -/
theorem flatBand_of_degenerate {E : ℝ → ℝ} {D : ℝ} (h0 : E 0 = 0)
    (hbot : HasDerivWithinAt E (-D) (Set.Ioi 0) 0)
    (hdeg : ∀ x a b : ℝ, 0 < x → 0 ≤ a → 0 ≤ b → a + b = 1 - x →
      krEnergy E x a b = krEnergy E x (1 - x) 0)
    {a : ℝ} (ha : 0 ≤ a) (ha1 : a < 1) : E a = -D * a * (1 - a) := by
  -- degeneracy makes E t / (1 - t) additive in the filling
  have hadd : ∀ s t : ℝ, 0 ≤ s → 0 ≤ t → s + t < 1 →
      E s / (1 - s) + E t / (1 - t) = E (s + t) / (1 - (s + t)) := by
    intro s t hs ht hst
    have h := hdeg (1 - (s + t)) s t (by linarith) hs ht (by ring)
    have hx : 1 - (s + t) ≠ 0 := by linarith
    unfold krEnergy at h
    rw [h0, show 1 - (1 - (s + t)) = s + t by ring] at h
    apply mul_left_cancel₀ hx
    linear_combination h
  have hmul : ∀ (n : ℕ) (t : ℝ), 0 ≤ t → (n : ℝ) * t < 1 →
      E (n * t) / (1 - n * t) = n * (E t / (1 - t)) := by
    intro n t ht
    induction n with
    | zero => intro _; simp [h0]
    | succ n ih =>
      intro hn
      have hc : ((n + 1 : ℕ) : ℝ) * t = n * t + t := by push_cast; ring
      rw [hc] at hn ⊢
      rw [← hadd (n * t) t (by positivity) ht hn, ih (by linarith)]
      push_cast
      ring
  rcases ha.eq_or_lt with rfl | hapos
  · simp [h0]
  -- divide the filling a into n + 1 equal parts and let n grow
  have hseq : Tendsto (fun n : ℕ => a * (1 / ((n : ℝ) + 1))) atTop (𝓝 0) := by
    simpa using (tendsto_one_div_add_atTop_nhds_zero_nat (𝕜 := ℝ)).const_mul a
  have hin : Tendsto (fun n : ℕ => a * (1 / ((n : ℝ) + 1))) atTop (𝓝[>] 0) :=
    tendsto_nhdsWithin_iff.mpr
      ⟨hseq, Eventually.of_forall fun n => Set.mem_Ioi.mpr (by positivity)⟩
  have hslope := (hasDerivWithinAt_iff_tendsto_slope' (by simp)).mp hbot
  have hL := (hslope.comp hin).const_mul a
  have hR := ((tendsto_const_nhds (x := (1 : ℝ))).sub hseq).const_mul (E a / (1 - a))
  have haux : ∀ h N : ℝ, 0 < h → 1 ≤ N → N * h = a →
      E a / (1 - a) = N * (E h / (1 - h)) →
      a * slope E 0 h = E a / (1 - a) * (1 - h) := by
    intro h N hh hN hNa hk
    have hh1 : 0 < 1 - h := by nlinarith
    have e1 : E h / h * h = E h := div_mul_cancel₀ _ hh.ne'
    have e2 : E h / (1 - h) * (1 - h) = E h := div_mul_cancel₀ _ hh1.ne'
    rw [slope_def_field, h0, sub_zero, sub_zero, hk]
    linear_combination (-(E h / h)) * hNa + N * e1 - N * e2
  have hfun : ∀ n : ℕ, a * slope E 0 (a * (1 / ((n : ℝ) + 1))) =
      E a / (1 - a) * (1 - a * (1 / ((n : ℝ) + 1))) := by
    intro n
    have hN : ((n + 1 : ℕ) : ℝ) * (a * (1 / ((n : ℝ) + 1))) = a := by
      have hn : (n : ℝ) + 1 ≠ 0 := by positivity
      push_cast
      field_simp
    have hk := hmul (n + 1) (a * (1 / ((n : ℝ) + 1))) (by positivity) (by rw [hN]; exact ha1)
    rw [hN] at hk
    exact haux _ _ (by positivity) (by push_cast; linarith [Nat.cast_nonneg (α := ℝ) n]) hN hk
  have hlim := tendsto_nhds_unique (hL.congr hfun) hR
  have hfin : E a / (1 - a) = -D * a := by linarith
  have hne : 1 - a ≠ 0 := by linarith
  rwa [div_eq_iff hne] at hfin

end

end SlaveBosonMagnetism
```

```lean
#print axioms SlaveBosonMagnetism.krFactor_infiniteU
#print axioms SlaveBosonMagnetism.flatBand_polarization
#print axioms SlaveBosonMagnetism.fullyPolarized_energy
#print axioms SlaveBosonMagnetism.flatBand_of_degenerate
```

```
'SlaveBosonMagnetism.krFactor_infiniteU' depends on axioms: [propext, Classical.choice, Quot.sound]
'SlaveBosonMagnetism.flatBand_polarization' depends on axioms: [propext, Classical.choice, Quot.sound]
'SlaveBosonMagnetism.fullyPolarized_energy' depends on axioms: [propext, Classical.choice, Quot.sound]
'SlaveBosonMagnetism.flatBand_of_degenerate' depends on axioms: [propext, Classical.choice, Quot.sound]
```
